# Noise that repeats periodically gives a damped velocity a drift set by its mean over one period

A long molecular dynamics run is often split into jobs, each continuing from the last saved state. If all jobs have the same length and each restarts the same sequence of random numbers from the same seed, the thermostat receives the same list of kicks again and again. The average of that finite list is in general not zero, so the thermostat gives a particle the same net push in every job. If no other forces act on the particle, its average velocity settles down as the run gets longer, as a converged quantity should, but it settles at a wrong value, and further jobs do not repair it.

For a force-free particle with linear friction, this wrong value can be computed exactly.

## The thermostat step and the running average

Let $v_n$ be one Cartesian component of the velocity after $n$ steps. A step keeps a fraction $c$ of the velocity and adds a random kick of strength $s$:

$$v_{n+1} = c\,v_n + s\,r_n .$$

Some Langevin thermostats solve friction and noise exactly in a separate update. For friction rate $\gamma$ and time step $\Delta t$, that update has this form with $c = e^{-\gamma\Delta t}$. The number $r_n$ is the one that the generator delivers at step $n$.

```lean
import Mathlib

open Filter Topology Finset

namespace RepeatedSeedThermostat

noncomputable section

/-- The velocity after `n` thermostat steps `v ↦ c v + s r_n`, started from `v0`. -/
def velocity (c s : ℝ) (r : ℕ → ℝ) (v0 : ℝ) : ℕ → ℝ
  | 0 => v0
  | n + 1 => c * velocity c s r v0 n + s * r n
```

In `velocity c s r v0 n`, the noise `r` is a fixed sequence of real numbers and not a random variable, which suits a generator whose seed is known. The initial velocity `v0` is arbitrary. There are no forces and no coupling to other particles.

The running average of a series $f$ over its first $n$ values is

$$\langle f\rangle_n = \frac1n\sum_{k=0}^{n-1} f_k .$$

```lean
/-- The average of the first `n` values of a time series, for `n ≥ 1`. -/
def timeAverage (f : ℕ → ℝ) (n : ℕ) : ℝ := (∑ k ∈ range n, f k) / n
```

If each job has $N$ steps and draws one number per step for this velocity component, reuse of the seed means $r_{n+N}=r_n$ for all $n$. In Lean this is `Function.Periodic r N`. The mean over one period is $\bar r = \langle r\rangle_N$, written `timeAverage r N`. The velocity itself is carried over from job to job; only the noise starts again.

## Friction loss balances the total kick

Write $S_n=\sum_{k<n} v_k$ and $R_n=\sum_{k<n} r_k$. Summing the update over $k=0,\dots,n-1$ gives $cS_n+sR_n$ on the right. On the left it gives $v_1+\dots+v_n = S_n+v_n-v_0$. Hence

$$(1-c)\,S_n = s\,R_n + v_0 - v_n .$$

```lean
/-- Summed over `n` steps, the velocity lost to friction equals the total random kick
plus the initial velocity minus the final one. -/
theorem velocity_balance (c s : ℝ) (r : ℕ → ℝ) (v0 : ℝ) (n : ℕ) :
    (1 - c) * ∑ k ∈ range n, velocity c s r v0 k
      = s * ∑ k ∈ range n, r k + v0 - velocity c s r v0 n := by
  induction n with
  | zero => simp [velocity]
  | succ n ih =>
    have h : velocity c s r v0 (n + 1) = c * velocity c s r v0 n + s * r n := rfl
    rw [sum_range_succ, sum_range_succ, h]
    linear_combination ih
```

This holds for any noise and any $c$. Lean proves it by induction instead of shifting the sum. Going from $n$ to $n+1$ adds $(1-c)v_n$ to the left side and $s r_n+v_n-v_{n+1}$ to the right, and these are equal by the update rule. That is the algebra `linear_combination ih` carries out.

## Repeated noise is bounded, and so is the velocity

Every value of a periodic series already occurs in the first period, so

$$|f_n| = |f_{n \bmod N}| \le \sum_{i=0}^{N-1}|f_i| .$$

```lean
/-- A time series that repeats with a period of at least one step is bounded. -/
theorem periodic_bounded {f : ℕ → ℝ} {N : ℕ} (hN : 0 < N) (hf : Function.Periodic f N) :
    ∃ B, ∀ n, |f n| ≤ B := by
  refine ⟨∑ i ∈ range N, |f i|, fun n => ?_⟩
  rw [← hf.map_mod_nat n]
  exact single_le_sum (f := fun i => |f i|) (fun i _ => abs_nonneg _)
    (mem_range.mpr (Nat.mod_lt n hN))
```

The lemma `hf.map_mod_nat` replaces $n$ by its remainder, and `single_le_sum` bounds one non-negative term by the whole sum. The condition `0 < N` is needed because every sequence has period $0$ in the sense of the definition.

Now let $|r_n|\le B$ and $|c|<1$, and set $K=|s|B/(1-|c|)$, so that $|s|B=(1-|c|)K$. Then $|v_n|\le |v_0|+K$ for all $n$. This is true at $n=0$, and if it is true at $n$, then

$$|v_{n+1}|\le |c|\,(|v_0|+K)+(1-|c|)K = |c|\,|v_0|+K\le |v_0|+K .$$

```lean
/-- With `|c| < 1`, bounded noise keeps the velocity bounded for all times. -/
theorem velocity_bounded {c : ℝ} (hc : |c| < 1) (s : ℝ) {r : ℕ → ℝ} (v0 : ℝ)
    (hr : ∃ B, ∀ n, |r n| ≤ B) : ∃ V, ∀ n, |velocity c s r v0 n| ≤ V := by
  obtain ⟨B, hB⟩ := hr
  have hB0 : 0 ≤ B := (abs_nonneg _).trans (hB 0)
  have hpos : 0 < 1 - |c| := by linarith
  -- `K` is chosen so that `K * (1 - |c|) = |s| * B`
  obtain ⟨K, hK⟩ : ∃ K, K = |s| * B / (1 - |c|) := ⟨_, rfl⟩
  have hK0 : 0 ≤ K := by
    rw [hK]
    exact div_nonneg (mul_nonneg (abs_nonneg s) hB0) hpos.le
  have hKB : K * (1 - |c|) = |s| * B := by
    rw [hK]
    exact div_mul_cancel₀ _ hpos.ne'
  refine ⟨|v0| + K, fun n => ?_⟩
  induction n with
  | zero =>
    change |v0| ≤ |v0| + K
    linarith
  | succ n ih =>
    change |c * velocity c s r v0 n + s * r n| ≤ |v0| + K
    have h1 : |c * velocity c s r v0 n| ≤ |c| * (|v0| + K) := by
      rw [abs_mul]
      exact mul_le_mul_of_nonneg_left ih (abs_nonneg c)
    have h2 : |s * r n| ≤ |s| * B := by
      rw [abs_mul]
      exact mul_le_mul_of_nonneg_left (hB n) (abs_nonneg s)
    have h3 : |c| * |v0| ≤ |v0| := mul_le_of_le_one_left (abs_nonneg v0) hc.le
    have h4 := abs_le.mp h1
    have h5 := abs_le.mp h2
    exact abs_le.mpr ⟨by linarith, by linarith⟩
```

Here `h1` and `h2` bound the damped velocity and the kick, `h3` is $|c|\,|v_0|\le|v_0|$, and `hKB` is the defining relation of $K$. The two closing calls of `linarith` give the lower and upper bounds on $v_{n+1}$.

## The accumulated noise grows linearly, apart from a periodic part

Let $E_n=R_n-n\bar r$ be the excess of the accumulated noise over its mean growth. Moving on by one period adds one full period of noise:

$$R_{n+N}=R_n+R_N .$$

This is clear for $n=0$. If it holds for $n$, then adding $r_{n+N}=r_n$ to both sides gives it for $n+1$. Since $R_N=N\bar r$,

$$E_{n+N}=R_n+N\bar r-(n+N)\bar r=E_n .$$

```lean
/-- For noise of period `N ≥ 1`, the accumulated noise minus its mean growth
repeats with the same period. -/
theorem noise_excess_periodic {r : ℕ → ℝ} {N : ℕ} (hN : 0 < N)
    (hr : Function.Periodic r N) :
    Function.Periodic (fun n : ℕ => ∑ k ∈ range n, r k - n * timeAverage r N) N := by
  intro n
  have hshift : ∑ k ∈ range (n + N), r k = ∑ k ∈ range n, r k + ∑ k ∈ range N, r k := by
    induction n with
    | zero => simp
    | succ n ih =>
      rw [Nat.add_right_comm, sum_range_succ, ih, hr n, sum_range_succ]
      ring
  have hN' : (N : ℝ) ≠ 0 := Nat.cast_ne_zero.mpr hN.ne'
  have hmean : (N : ℝ) * timeAverage r N = ∑ k ∈ range N, r k := by
    unfold timeAverage
    field_simp
  change ∑ k ∈ range (n + N), r k - ((n + N : ℕ) : ℝ) * timeAverage r N
    = ∑ k ∈ range n, r k - n * timeAverage r N
  rw [hshift, Nat.cast_add]
  linear_combination -hmean
```

The induction is `hshift`, and $N\bar r=R_N$ is `hmean`. Being periodic, the excess is bounded by the same lemma that bounds the noise.

## The running average approaches the drift with an error of at most order $1/n$

Divide the balance by $n(1-c)$ and subtract the expected limit:

$$\langle v\rangle_n-\frac{s\bar r}{1-c}
=\frac{sR_n+v_0-v_n}{n(1-c)}-\frac{s\,n\bar r}{n(1-c)}
=\frac{sE_n+v_0-v_n}{n(1-c)} .$$

With $|E_n|\le B$, where $B$ now denotes a bound on the excess, and $|v_n|\le V$, this gives for $n\ge1$

$$\left|\langle v\rangle_n-\frac{s\bar r}{1-c}\right|\le\frac{C}{n},\qquad C=\frac{|s|B+|v_0|+V}{1-c}.$$

```lean
/-- For `|c| < 1` and noise of period `N ≥ 1`, the running average of the velocity differs from
`s r̄ / (1 - c)` by at most a constant divided by `n`, where `n ≥ 1` is the number of values
averaged. -/
theorem timeAverage_error {c : ℝ} (hc : |c| < 1) (s : ℝ) {r : ℕ → ℝ} (v0 : ℝ) {N : ℕ}
    (hN : 0 < N) (hr : Function.Periodic r N) :
    ∃ C, ∀ n : ℕ, 1 ≤ n →
      |timeAverage (velocity c s r v0) n - s * timeAverage r N / (1 - c)| ≤ C / n := by
  obtain ⟨V, hV⟩ := velocity_bounded hc s v0 (periodic_bounded hN hr)
  obtain ⟨B, hB⟩ := periodic_bounded hN (noise_excess_periodic hN hr)
  have hc1 : 0 < 1 - c := by linarith [(abs_lt.mp hc).2]
  refine ⟨(|s| * B + |v0| + V) / (1 - c), fun n hn => ?_⟩
  have hn0 : (0 : ℝ) < n := Nat.cast_pos.mpr hn
  have hc2 : 1 - c ≠ 0 := hc1.ne'
  have hn2 : (n : ℝ) ≠ 0 := hn0.ne'
  have hS : ∑ k ∈ range n, velocity c s r v0 k
      = (s * ∑ k ∈ range n, r k + v0 - velocity c s r v0 n) / (1 - c) := by
    rw [eq_div_iff hc2, mul_comm]
    exact velocity_balance c s r v0 n
  -- the error consists of bounded terms divided by `n`
  have key : timeAverage (velocity c s r v0) n - s * timeAverage r N / (1 - c)
      = (s * (∑ k ∈ range n, r k - n * timeAverage r N) + v0 - velocity c s r v0 n)
        / (1 - c) / n := by
    rw [show timeAverage (velocity c s r v0) n
      = (∑ k ∈ range n, velocity c s r v0 k) / n from rfl, hS]
    field_simp
    ring
  have h1 : |s * (∑ k ∈ range n, r k - n * timeAverage r N)| ≤ |s| * B := by
    rw [abs_mul]
    exact mul_le_mul_of_nonneg_left (hB n) (abs_nonneg s)
  have h2 := abs_le.mp h1
  have h3 := abs_le.mp (hV n)
  have h4 := neg_abs_le v0
  have h5 := le_abs_self v0
  rw [key, abs_div, abs_div, abs_of_pos hc1, abs_of_pos hn0]
  exact div_le_div_of_nonneg_right (div_le_div_of_nonneg_right
    (abs_le.mpr ⟨by linarith, by linarith⟩) hc1.le) hn0.le
```

The constant may depend on $c$, $s$, the noise and $v_0$, but not on $n$. In the proof, `hS` is the balance solved for $S_n$ and `key` is the identity displayed above. The remaining lines bound the three terms of the numerator.

The limit follows because $C/n\to0$:

$$\lim_{n\to\infty}\langle v\rangle_n=\frac{s\bar r}{1-c}.$$

```lean
/-- For `|c| < 1` and noise of period `N ≥ 1`, the running average of the velocity tends to
`s r̄ / (1 - c)`, where `r̄` is the mean of the noise over one period. -/
theorem spurious_drift {c : ℝ} (hc : |c| < 1) (s : ℝ) {r : ℕ → ℝ} (v0 : ℝ) {N : ℕ}
    (hN : 0 < N) (hr : Function.Periodic r N) :
    Tendsto (timeAverage (velocity c s r v0)) atTop
      (𝓝 (s * timeAverage r N / (1 - c))) := by
  obtain ⟨C, hC⟩ := timeAverage_error hc s v0 hN hr
  rw [tendsto_iff_norm_sub_tendsto_zero]
  exact squeeze_zero' (Eventually.of_forall fun _ => norm_nonneg _)
    (eventually_atTop.mpr ⟨1, fun n hn => hC n hn⟩)
    (tendsto_const_div_atTop_nhds_zero_nat C)
```

In words: for every $|c|<1$, every real $s$, every initial velocity and every noise sequence of period $N\ge1$, the running average of the velocity converges to $s\bar r/(1-c)$. The range $0<c<1$ of exponential damping is included. Lean expresses the limit by `Tendsto`, with `atTop` for $n\to\infty$ and `𝓝` for the neighbourhoods of the limit. The proof squeezes the distance to the limit between $0$ and $C/n$.

## When the drift vanishes

Suppose $s\neq0$. If the average velocity tends to $0$, uniqueness of limits gives $s\bar r/(1-c)=0$, and therefore $\bar r=0$. Conversely, $\bar r=0$ makes the limit zero.

```lean
/-- For `|c| < 1`, `s ≠ 0` and noise of period `N ≥ 1`, the average velocity tends to zero
exactly when the noise has zero mean over one period. -/
theorem no_drift_iff {c s : ℝ} (hc : |c| < 1) (hs : s ≠ 0) {r : ℕ → ℝ} (v0 : ℝ) {N : ℕ}
    (hN : 0 < N) (hr : Function.Periodic r N) :
    Tendsto (timeAverage (velocity c s r v0)) atTop (𝓝 0) ↔ timeAverage r N = 0 := by
  have hlim := spurious_drift hc s v0 hN hr
  have hc1 : 1 - c ≠ 0 := (sub_pos.mpr (abs_lt.mp hc).2).ne'
  constructor
  · intro h
    have h0 := tendsto_nhds_unique hlim h
    rcases div_eq_zero_iff.mp h0 with h1 | h1
    · exact (mul_eq_zero.mp h1).resolve_left hs
    · exact absurd h1 hc1
  · intro h
    simpa [h] using hlim
```

The first direction uses `tendsto_nhds_unique` and then excludes the factors $s$ and $1-c$ one after the other. With $s=0$ the noise is switched off, and the average tends to zero whatever $\bar r$ is.

The condition $|c|<1$ can't be relaxed to $|c|\le1$. Take $c=1$, $s=1$, $v_0=1$ and $r_n=0$ for all $n$, which has period $1$ and $\bar r=0$. Without friction the velocity stays at $1$, and so does its average.

## The velocity falls into step with the noise

Compare the velocity with its value one period later. The kicks at steps $n$ and $n+N$ are equal and cancel in the difference:

$$v_{n+1+N}-v_{n+1}=c\,(v_{n+N}-v_n)+s\,(r_{n+N}-r_n)=c\,(v_{n+N}-v_n).$$

Repeating this from $n=0$ gives

$$v_{n+N}-v_n=c^n\,(v_N-v_0).$$

```lean
/-- Under noise of period `N`, the change of the velocity over one period is multiplied
by `c` at each step. -/
theorem period_locking (c s : ℝ) {r : ℕ → ℝ} (v0 : ℝ) {N : ℕ}
    (hr : Function.Periodic r N) (n : ℕ) :
    velocity c s r v0 (n + N) - velocity c s r v0 n
      = c ^ n * (velocity c s r v0 N - v0) := by
  induction n with
  | zero => simp [velocity]
  | succ n ih =>
    have h1 : velocity c s r v0 (n + 1 + N)
        = c * velocity c s r v0 (n + N) + s * r n := by
      rw [Nat.add_right_comm, ← hr n]
      rfl
    have h2 : velocity c s r v0 (n + 1) = c * velocity c s r v0 n + s * r n := rfl
    rw [h1, h2, pow_succ]
    linear_combination c * ih
```

The identity needs no condition on $c$. In the proof, `h1` is the update at step $n+N$ with $r_{n+N}$ already replaced by $r_n$, and `linear_combination c * ih` is the multiplication by $c$. When $|c|<1$ the right side shrinks geometrically, so later jobs produce nearly the same velocities as the ones before them and add hardly any new sampling.

## Weak friction amplifies the bias

The exact Langevin update uses $s=\sigma\sqrt{1-c^2}$, where $\sigma=\sqrt{k_BT/m}$ is the thermal velocity of a particle of mass $m$ at temperature $T$. With independent kicks of zero mean and unit variance, this choice keeps the velocity variance at $\sigma^2$. With repeated kicks the drift becomes

$$\frac{\sigma\sqrt{1-c^2}\;\bar r}{1-c}
=\sigma\bar r\,\sqrt{\frac{(1-c)(1+c)}{(1-c)^2}}
=\sigma\bar r\,\sqrt{\frac{1+c}{1-c}} .$$

```lean
/-- For the Langevin noise amplitude `σ √(1 - c²)` with `|c| < 1`, and noise of period
`N ≥ 1`, the average velocity tends to `σ r̄ √((1 + c) / (1 - c))`. -/
theorem langevin_drift {c : ℝ} (hc : |c| < 1) (σ : ℝ) {r : ℕ → ℝ} (v0 : ℝ) {N : ℕ}
    (hN : 0 < N) (hr : Function.Periodic r N) :
    Tendsto (timeAverage (velocity c (σ * √(1 - c ^ 2)) r v0)) atTop
      (𝓝 (σ * timeAverage r N * √((1 + c) / (1 - c)))) := by
  obtain ⟨hl, hu⟩ := abs_lt.mp hc
  have hc1 : 0 < 1 - c := by linarith
  have hc2 : 1 - c ≠ 0 := hc1.ne'
  have hq : (1 + c) / (1 - c) = (1 - c ^ 2) / (1 - c) ^ 2 := by
    rw [div_eq_div_iff hc2 (pow_ne_zero 2 hc2)]
    ring
  have hnonneg : 0 ≤ 1 - c ^ 2 := by nlinarith
  have hroot : √((1 + c) / (1 - c)) = √(1 - c ^ 2) / (1 - c) := by
    rw [hq, Real.sqrt_div hnonneg, Real.sqrt_sq hc1.le]
  have hlim := spurious_drift hc (σ * √(1 - c ^ 2)) v0 hN hr
  have heq : σ * timeAverage r N * √((1 + c) / (1 - c))
      = σ * √(1 - c ^ 2) * timeAverage r N / (1 - c) := by
    rw [hroot]
    ring
  rw [heq]
  exact hlim

end

end RepeatedSeedThermostat
```

The steps `hq` and `hroot` rewrite the square root, using $1-c>0$ to take $\sqrt{(1-c)^2}=1-c$. The rest is `spurious_drift` with the Langevin value of $s$. In Lean `σ` is any real number; its thermal meaning is supplied by the physics.

For a concrete case, take $\gamma=1\ \mathrm{ps}^{-1}$ and $\Delta t=1\ \mathrm{fs}$, so that $c=e^{-0.001}$ and the square root is about $45$. Let each job run for $N=10\,000$ steps, or $10\ \mathrm{ps}$. The mean of that many independent standard normal numbers is typically of size $1/\sqrt N=0.01$; this estimate is ordinary statistics, whereas the theorem takes $\bar r$ as given. A seed with $\bar r=0.01$ gives the force-free particle a long-run average velocity of about $0.45\,\sigma$, nearly half its thermal velocity. Over many jobs its displacement then grows in proportion to time, and a diffusion coefficient read from the mean square displacement would be spoiled.

```lean
#print axioms RepeatedSeedThermostat.noise_excess_periodic
#print axioms RepeatedSeedThermostat.no_drift_iff
#print axioms RepeatedSeedThermostat.period_locking
#print axioms RepeatedSeedThermostat.langevin_drift
```

```
'RepeatedSeedThermostat.noise_excess_periodic' depends on axioms: [propext, Classical.choice, Quot.sound]
'RepeatedSeedThermostat.no_drift_iff' depends on axioms: [propext, Classical.choice, Quot.sound]
'RepeatedSeedThermostat.period_locking' depends on axioms: [propext, Classical.choice, Quot.sound]
'RepeatedSeedThermostat.langevin_drift' depends on axioms: [propext, Classical.choice, Quot.sound]
```
